# With each of o distinct levels below μ and v above taken at its own energy, contour-deformation GW encloses o(o−1)/2 + v(v−1)/2 poles in all

A: Take the GW self-energy by contour deformation, once for each level at that level's own energy. If, in one spin channel, $o$ levels lie below the chemical potential $\mu$, $v$ lie above, none lies at $\mu$, and no two have the same energy, all levels together need $o(o-1)/2+v(v-1)/2$ residues, counting only poles strictly inside the contour. HOMO and LUMO need none; the deepest level, if occupied, needs $o-1$.

```lean
import Mathlib

open Finset
open scoped Classical

namespace GWContourDeformation

noncomputable section

variable {ι : Type*} [Fintype ι]
```

Q: Which poles are these?

A: The self-energy at frequency $\omega$ integrates $G(\omega+\omega')W(\omega')$ over real $\omega'$, where $G$ is the Green's function built from the one-particle levels used as input and $W$ is the screened interaction. Deforming the path to the imaginary axis leaves residues from poles of $G$. A level of energy $e$ gives a pole at $e-\omega+i\eta$ if occupied and at $e-\omega-i\eta$ if empty. The broadening $\eta>0$ encodes time ordering.

```lean
/-- Pole, in the integration frequency `ω'`, of the contribution of a level `e ≠ μ` to the
time-ordered `G(ω + ω')`: at `e - ω + iη` for `e` below `μ`, at `e - ω - iη` for `e` above. -/
def greenPole (μ η ω e : ℝ) : ℂ := ⟨e - ω, if e < μ then η else -η⟩
```

The contour encloses the open first and third quadrants.

```lean
/-- The region enclosed by the deformed contour: the open first and third quadrants. -/
def InContour (z : ℂ) : Prop := (0 < z.re ∧ 0 < z.im) ∨ (z.re < 0 ∧ z.im < 0)
```

Q: So is the rule "levels between $\omega$ and $\mu$" put in by hand?

A: No, the definition counts enclosed poles. The levels, all from one spin channel, are a function `ε` on a finite index type `ι`, and the total evaluates each level $n$ at $\omega=\varepsilon_n$.

```lean
/-- Number of levels whose Green's function pole is enclosed by the contour at frequency `ω`. -/
def residueCount (ε : ι → ℝ) (μ η ω : ℝ) : ℕ :=
  (univ.filter fun m => InContour (greenPole μ η ω (ε m))).card

/-- Number of residues needed when the self-energy of every level is evaluated at its own
energy. -/
def totalResidues (ε : ι → ℝ) (μ η : ℝ) : ℕ := ∑ n, residueCount ε μ η (ε n)
```

The sizes of the next two sets are $o$ and $v$. The third set holds ordered pairs of equal energy, including each level paired with itself.

```lean
/-- The levels below `μ`. -/
def occ (ε : ι → ℝ) (μ : ℝ) : Finset ι := univ.filter fun m => ε m < μ

/-- The levels above `μ`. -/
def virt (ε : ι → ℝ) (μ : ℝ) : Finset ι := univ.filter fun m => μ < ε m

/-- The ordered pairs of levels with equal energy, each level paired with itself included. -/
def equalPairs (ε : ι → ℝ) : Finset (ι × ι) := univ.filter fun p => ε p.1 = ε p.2
```

Q: Then derive the rule.

A: An occupied level's pole has positive imaginary part, so it is enclosed only in the first quadrant, when $e>\omega$. An empty level's pole has negative imaginary part and is enclosed only in the third, when $e<\omega$. Hence $e$ must lie strictly between $\omega$ and $\mu$. The proof makes the same split on the side of $\mu$, and `linarith` settles the inequalities.

```lean
/-- For `η > 0`, the pole of a level `e ≠ μ` is enclosed exactly when `e` lies strictly between
the frequency `ω` and `μ`. -/
theorem inContour_greenPole_iff {μ η ω e : ℝ} (hη : 0 < η) (he : e ≠ μ) :
    InContour (greenPole μ η ω e) ↔ (ω < e ∧ e < μ) ∨ (μ < e ∧ e < ω) := by
  rcases lt_or_gt_of_ne he with h | h
  · -- occupied level: the pole lies above the real axis
    simp only [InContour, greenPole, if_pos h]
    constructor
    · rintro (⟨a, b⟩ | ⟨a, b⟩)
      · exact Or.inl ⟨by linarith, h⟩
      · exfalso; linarith
    · rintro (⟨a, b⟩ | ⟨a, b⟩)
      · exact Or.inl ⟨by linarith, hη⟩
      · exfalso; linarith
  · -- empty level: the pole lies below the real axis
    simp only [InContour, greenPole, if_neg (not_lt.mpr h.le)]
    constructor
    · rintro (⟨a, b⟩ | ⟨a, b⟩)
      · exfalso; linarith
      · exact Or.inr ⟨h, by linarith⟩
    · rintro (⟨a, b⟩ | ⟨a, b⟩)
      · exfalso; linarith
      · exact Or.inr ⟨by linarith, by linarith⟩
```

Applying this to every level turns the pole count into a count of levels in an energy range; the size of $\eta$ drops out.

```lean
/-- For `η > 0` and no level at `μ`, the number of residues at frequency `ω` is the number of
levels strictly between `ω` and `μ`. -/
theorem residueCount_eq {ε : ι → ℝ} {μ η : ℝ} (hη : 0 < η) (hμ : ∀ m, ε m ≠ μ) (ω : ℝ) :
    residueCount ε μ η ω =
      (univ.filter fun m => (ω < ε m ∧ ε m < μ) ∨ (μ < ε m ∧ ε m < ω)).card :=
  congrArg Finset.card (Finset.filter_congr fun m _ => inContour_greenPole_iff hη (hμ m))
```

Q: And the frontier levels?

A: No occupied level lies above the HOMO and no empty one below the LUMO, so nothing lies strictly between either of them and $\mu$. Both statements allow degenerate frontier levels.

```lean
/-- With `η > 0` and no level at `μ`, the highest level below `μ` (HOMO) needs no residue. -/
theorem residueCount_homo {ε : ι → ℝ} {μ η : ℝ} (hη : 0 < η) (hμ : ∀ m, ε m ≠ μ) {n : ι}
    (hn : ε n < μ) (htop : ∀ m, ε m < μ → ε m ≤ ε n) : residueCount ε μ η (ε n) = 0 := by
  rw [residueCount_eq hη hμ, card_eq_zero, filter_eq_empty_iff]
  intro m _ h
  rcases h with ⟨a, b⟩ | ⟨a, b⟩
  · linarith [htop m b]
  · linarith

/-- With `η > 0` and no level at `μ`, the lowest level above `μ` (LUMO) needs no residue. -/
theorem residueCount_lumo {ε : ι → ℝ} {μ η : ℝ} (hη : 0 < η) (hμ : ∀ m, ε m ≠ μ) {n : ι}
    (hn : μ < ε n) (hlow : ∀ m, μ < ε m → ε n ≤ ε m) : residueCount ε μ η (ε n) = 0 := by
  rw [residueCount_eq hη hμ, card_eq_zero, filter_eq_empty_iff]
  intro m _ h
  rcases h with ⟨a, b⟩ | ⟨a, b⟩
  · linarith
  · linarith [hlow m a]
```

For an occupied deepest level, every other occupied level lies in between if the levels are distinct. In Lean the enclosed set is `(occ ε μ).erase n`, and the result reads "count plus one equals $o$".

```lean
/-- With `η > 0`, distinct levels and none at `μ`, the deepest level, if below `μ`, needs one
residue fewer than there are levels below `μ`. -/
theorem residueCount_deepest {ε : ι → ℝ} {μ η : ℝ} (hη : 0 < η) (hμ : ∀ m, ε m ≠ μ)
    (hinj : Function.Injective ε) {n : ι} (hn : ε n < μ) (hbot : ∀ m, ε n ≤ ε m) :
    residueCount ε μ η (ε n) + 1 = (occ ε μ).card := by
  have hmem : n ∈ occ ε μ := by simp [occ, hn]
  -- the enclosed levels are all occupied levels except the deepest itself
  have hs : (univ.filter fun m => (ε n < ε m ∧ ε m < μ) ∨ (μ < ε m ∧ ε m < ε n))
      = (occ ε μ).erase n := by
    ext m
    simp only [occ, mem_filter, mem_univ, true_and, mem_erase]
    constructor
    · rintro (⟨a, b⟩ | ⟨a, b⟩)
      · exact ⟨fun h => by rw [h] at a; exact lt_irrefl _ a, b⟩
      · exact absurd b (not_lt.mpr (hbot m))
    · rintro ⟨hne, b⟩
      exact Or.inl ⟨lt_of_le_of_ne (hbot m) fun h => hne (hinj h.symm), b⟩
  rw [residueCount_eq hη hμ, hs, card_erase_add_one hmem]
```

Q: How do you add up all levels without ordering them?

A: By pairs. Let $F_{nm}=1$ if level $n$ needs the residue of level $m$, and $0$ otherwise. Let $D_{nm}=1$ if $\varepsilon_n=\varepsilon_m$, and $0$ otherwise. For two levels on the same side of $\mu$, exactly one of three things holds: $n$ needs $m$, $m$ needs $n$, or their energies are equal. So
$$F_{nm}+F_{mn}+D_{nm}=1,$$
while for opposite sides all three terms vanish. There are $o^2+v^2$ ordered same-side pairs. With $R$ the total number of residues and $E=\sum_{nm}D_{nm}$, summing gives
$$2R+E=o^2+v^2.$$

The Lean device behind the factor 2 is `sum_comm`, which exchanges the order of a finite double sum. After renaming indices it says $\sum_{nm}F_{nm}=\sum_{nm}F_{mn}$, so the two $F$ terms each contribute $R$, although $F$ itself need not be symmetric. The pairwise identity is then checked by `grind` in four cases, one for each choice of sides.

```lean
/-- For `η > 0` and no level at `μ`, degeneracies allowed: twice the total number of residues
plus the number of equal-energy ordered pairs is the sum of the squared numbers of levels below
and above `μ`. -/
theorem two_mul_totalResidues {ε : ι → ℝ} {μ η : ℝ} (hη : 0 < η) (hμ : ∀ m, ε m ≠ μ) :
    2 * totalResidues ε μ η + (equalPairs ε).card
      = (occ ε μ).card ^ 2 + (virt ε μ).card ^ 2 := by
  -- `F n m` is 1 if level `n` needs the residue of level `m`, and 0 otherwise
  obtain ⟨F, hF⟩ : ∃ F : ι → ι → ℕ, ∀ n m, F n m =
      if (ε n < ε m ∧ ε m < μ) ∨ (μ < ε m ∧ ε m < ε n) then 1 else 0 :=
    ⟨_, fun _ _ => rfl⟩
  have h1 : totalResidues ε μ η = ∑ n, ∑ m, F n m := by
    unfold totalResidues
    refine sum_congr rfl fun n _ => ?_
    rw [residueCount_eq hη hμ, card_filter]
    exact sum_congr rfl fun m _ => (hF n m).symm
  have h2 : ∑ n, ∑ m, F n m = ∑ n, ∑ m, F m n := sum_comm
  have h3 : (equalPairs ε).card = ∑ n, ∑ m, if ε n = ε m then 1 else 0 := by
    rw [equalPairs, card_filter, Fintype.sum_prod_type]
  have h4 : (occ ε μ).card ^ 2 =
      ∑ n, ∑ m, (if ε n < μ then 1 else 0) * (if ε m < μ then 1 else 0) := by
    rw [sq, occ, card_filter, sum_mul_sum]
  have h5 : (virt ε μ).card ^ 2 =
      ∑ n, ∑ m, (if μ < ε n then 1 else 0) * (if μ < ε m then 1 else 0) := by
    rw [sq, virt, card_filter, sum_mul_sum]
  -- trichotomy for each pair of levels on the same side of `μ`
  have key : ∑ n, ∑ m, F n m + ∑ n, ∑ m, F m n + (equalPairs ε).card
      = (occ ε μ).card ^ 2 + (virt ε μ).card ^ 2 := by
    rw [h3, h4, h5]
    simp only [← sum_add_distrib]
    refine sum_congr rfl fun n _ => sum_congr rfl fun m _ => ?_
    rw [hF, hF]
    simp only [mul_ite, mul_one, mul_zero]
    rcases lt_or_gt_of_ne (hμ n) with hn | hn <;>
      rcases lt_or_gt_of_ne (hμ m) with hm | hm <;> grind
  omega
```

Q: Where does distinctness enter?

A: In $E$. The $o+v$ diagonal pairs always count, and there are no others exactly when the levels are distinct, which Lean writes as `Function.Injective ε`.

```lean
/-- The equal-energy ordered pairs are as many as the levels exactly when the levels are
distinct. -/
theorem card_equalPairs_iff (ε : ι → ℝ) :
    (equalPairs ε).card = Fintype.card ι ↔ Function.Injective ε := by
  have hD : (univ.image fun n : ι => (n, n)).card = Fintype.card ι := by
    rw [card_image_of_injective _ fun a b h => congrArg Prod.fst h, card_univ]
  have hsub : (univ.image fun n : ι => (n, n)) ⊆ equalPairs ε := by
    intro p hp
    obtain ⟨n, _, rfl⟩ := mem_image.mp hp
    simp [equalPairs]
  constructor
  · intro h a b hab
    have heq := eq_of_subset_of_card_le hsub (by rw [h, hD])
    have hm : (a, b) ∈ equalPairs ε := by simp [equalPairs, hab]
    rw [← heq] at hm
    obtain ⟨n, _, hn⟩ := mem_image.mp hm
    exact (congrArg Prod.fst hn).symm.trans (congrArg Prod.snd hn)
  · intro hinj
    rw [← hD]
    refine congrArg Finset.card (Subset.antisymm (fun p hp => ?_) hsub)
    have hp' : ε p.1 = ε p.2 := (mem_filter.mp hp).2
    exact mem_image.mpr ⟨p.1, mem_univ _, Prod.ext rfl (hinj hp')⟩
```

Setting $E=o+v$ gives $R=o(o-1)/2+v(v-1)/2$. Conversely, that value of $R$ forces $E=o+v$, hence distinct levels. Two degenerate occupied levels and one empty level give $R=0$, where the formula would say 1. The statement uses rational numbers, so its subtraction and division are the ordinary ones.

```lean
/-- For `η > 0` and no level at `μ`, with `o` levels below `μ` and `v` above, all levels together
need `o(o-1)/2 + v(v-1)/2` residues exactly when the levels are distinct. -/
theorem totalResidues_eq_iff {ε : ι → ℝ} {μ η : ℝ} (hη : 0 < η) (hμ : ∀ m, ε m ≠ μ) :
    (totalResidues ε μ η : ℚ) = (occ ε μ).card * ((occ ε μ).card - 1) / 2
        + (virt ε μ).card * ((virt ε μ).card - 1) / 2
      ↔ Function.Injective ε := by
  rw [← card_equalPairs_iff]
  have hc : (occ ε μ).card + (virt ε μ).card = Fintype.card ι := by
    rw [occ, virt, card_filter, card_filter, ← sum_add_distrib, Fintype.card_eq_sum_ones]
    refine sum_congr rfl fun m _ => ?_
    rcases lt_or_gt_of_ne (hμ m) with hm | hm <;> grind
  have hcq : ((occ ε μ).card : ℚ) + (virt ε μ).card = Fintype.card ι := by exact_mod_cast hc
  have hq : 2 * (totalResidues ε μ η : ℚ) + (equalPairs ε).card
      = (occ ε μ).card ^ 2 + (virt ε μ).card ^ 2 := by
    exact_mod_cast two_mul_totalResidues hη hμ
  constructor
  · intro ht
    have h : ((equalPairs ε).card : ℚ) = Fintype.card ι := by
      linear_combination hq - 2 * ht + hcq
    exact_mod_cast h
  · intro h
    have hD : ((equalPairs ε).card : ℚ) = Fintype.card ι := by exact_mod_cast h
    linear_combination (hq - hD + hcq) / 2

end

end GWContourDeformation
```

```lean
#print axioms GWContourDeformation.residueCount_homo
-- 'GWContourDeformation.residueCount_homo' depends on axioms: [propext, Classical.choice, Quot.sound]
#print axioms GWContourDeformation.residueCount_lumo
-- 'GWContourDeformation.residueCount_lumo' depends on axioms: [propext, Classical.choice, Quot.sound]
#print axioms GWContourDeformation.residueCount_deepest
-- 'GWContourDeformation.residueCount_deepest' depends on axioms: [propext, Classical.choice, Quot.sound]
#print axioms GWContourDeformation.totalResidues_eq_iff
-- 'GWContourDeformation.totalResidues_eq_iff' depends on axioms: [propext, Classical.choice, Quot.sound]
```

Q: What still separates this from a real self-energy?

A: The contour identity itself: that the real-axis integral equals an imaginary-axis integral plus these residues. At $\omega=\varepsilon_n$ the pole of level $n$ sits on the imaginary axis, so that integral needs a prescription, such as a small frequency shift or a half residue; the count leaves that pole out.

Q: And what does the number tell me in practice?

A: Each residue calls for $W$ at a real frequency, so the total indicates that part of the work for a finite set of levels, each evaluated once at its input energy. Iterating the quasiparticle equation moves $\omega$ and can change the count.
